# Grids with N_i > G‖a_i‖/π keep the Fourier indices in a cutoff sphere of radius G distinct

**Question**

If a reciprocal lattice vector Σ_j n_j b_j has length at most G, its integer indices satisfy |n_i| ≤ G‖a_i‖/(2π), and a grid with N_i > G‖a_i‖/π points along every axis never confuses two such vectors. Here the a_i are the direct lattice vectors and ⟨a_i, b_j⟩ = 2π δ_ij. I would like to see this made rigorous for oblique cells too, and checked by machine. Does it also make the plane waves orthogonal on the grid?

**Answer**

Yes: both claims hold for any finite dual families in a real inner product space, and under the same condition on N_i the plane waves in the sphere are exactly orthogonal under the grid sum.

**From the duality relation to the grid size**

Write g_n = Σ_j n_j b_j. Pairing with a_i picks out one index:

⟨a_i, g_n⟩ = Σ_j n_j ⟨a_i, b_j⟩ = 2π n_i

By Cauchy-Schwarz, if ‖g_n‖ ≤ G, then

2π |n_i| ≤ ‖a_i‖ ‖g_n‖ ≤ G‖a_i‖

which is the index bound. For two vectors g_n and g_m in the sphere,

|m_i − n_i| ≤ |m_i| + |n_i| ≤ G‖a_i‖/π < N_i

If n_i and m_i are congruent modulo N_i, their difference is a multiple of N_i smaller in size than N_i, hence zero. Congruence on every axis therefore gives n = m.

When orbitals are expanded in plane waves whose wave vectors g_n lie in the sphere, the product of one orbital with the conjugate of another contains only index differences n − m, and

‖g_(n−m)‖ = ‖g_n − g_m‖ ≤ 2G

The same argument with 2G in place of G shows that N_i > 2G‖a_i‖/π keeps these differences distinct.

**Orthogonality on the grid**

Let r_k = Σ_i (k_i/N_i) a_i with 0 ≤ k_i < N_i, and let I be the imaginary unit. Since ⟨r_k, g_n⟩ = 2π Σ_i k_i n_i/N_i,

conj(exp(I⟨r_k, g_n⟩)) exp(I⟨r_k, g_m⟩) = Π_i ω_i^(k_i), where ω_i = exp(2πI(m_i − n_i)/N_i)

Summing over all k gives a product of geometric sums:

Π_i Σ_(k_i=0)^(N_i−1) ω_i^(k_i)

If n = m, each factor is N_i. Otherwise n_i ≠ m_i for some i, so N_i does not divide m_i − n_i. Then ω_i ≠ 1 but ω_i^(N_i) = 1, and that factor is (ω_i^(N_i) − 1)/(ω_i − 1) = 0.

**The Lean file**

```lean
import Mathlib

open scoped Real

namespace FourierGridCutoff

noncomputable section

variable {ι E : Type*} [Fintype ι] [DecidableEq ι]
  [NormedAddCommGroup E] [InnerProductSpace ℝ E]

/-- Direct vectors `a i` and reciprocal vectors `b j` are dual: `a i · b j = 2π δ_ij`. -/
def IsDual (a b : ι → E) : Prop :=
  ∀ i j, inner ℝ (a i) (b j) = if i = j then 2 * π else 0

omit [DecidableEq ι] in
/-- The reciprocal lattice vector with integer indices `n`. -/
def recipVec (b : ι → E) (n : ι → ℤ) : E := ∑ j, (n j : ℝ) • b j

omit [DecidableEq ι] in
/-- The real-space grid point with fractional coordinates `k i / N i`. -/
def gridPoint (a : ι → E) (N k : ι → ℕ) : E := ∑ i, ((k i : ℝ) / (N i : ℝ)) • a i

/-- The plane wave `exp(i q · r)` with wave vector `q`, evaluated at `r`. -/
def planeWave (q r : E) : ℂ := Complex.exp (Complex.I * ((inner ℝ r q : ℝ) : ℂ))

variable {a b : ι → E} {G : ℝ} {n m : ι → ℤ}

/-- The inner product with the direct vector `a i` reads off the index `n i`, times `2π`. -/
theorem inner_recipVec (h : IsDual a b) (n : ι → ℤ) (i : ι) :
    inner ℝ (a i) (recipVec b n) = 2 * π * (n i : ℝ) := by
  have h' : ∀ i j, inner ℝ (a i) (b j) = if i = j then 2 * π else 0 := h
  simp only [recipVec, inner_sum, inner_smul_right, h', mul_ite, mul_zero,
    Finset.sum_ite_eq, Finset.mem_univ, if_true]
  ring

/-- A reciprocal lattice vector of length at most `G` has indices bounded by
`G ‖a i‖ / (2π)`. -/
theorem index_bound (h : IsDual a b) (hn : ‖recipVec b n‖ ≤ G) (i : ι) :
    |(n i : ℝ)| ≤ G * ‖a i‖ / (2 * π) := by
  have hp : (0 : ℝ) < 2 * π := by positivity
  -- Cauchy-Schwarz for `a i` and the reciprocal vector
  have h1 := abs_real_inner_le_norm (a i) (recipVec b n)
  rw [inner_recipVec h, abs_mul, abs_of_pos hp] at h1
  have h2 := mul_le_mul_of_nonneg_left hn (norm_nonneg (a i))
  rw [le_div_iff₀ hp]
  linarith

/-- Along an axis with more than `G ‖a i‖ / π` grid points, congruent indices of two vectors
in the cutoff sphere are equal. -/
theorem index_eq_of_modEq (h : IsDual a b) {N : ℕ} {i : ι} (hN : G * ‖a i‖ / π < N)
    (hn : ‖recipVec b n‖ ≤ G) (hm : ‖recipVec b m‖ ≤ G)
    (hc : n i ≡ m i [ZMOD (N : ℤ)]) : n i = m i := by
  have e : G * ‖a i‖ / (2 * π) = G * ‖a i‖ / π / 2 := by
    rw [div_div, mul_comm π 2]
  have b1 := abs_le.mp (index_bound h hn i)
  have b2 := abs_le.mp (index_bound h hm i)
  rw [e] at b1 b2
  -- the two indices differ by less than one period of the grid
  have hlt : |((m i - n i : ℤ) : ℝ)| < (N : ℝ) := by
    push_cast
    rw [abs_lt]
    constructor <;> linarith [b1.1, b1.2, b2.1, b2.2]
  have hlt' : |m i - n i| < (N : ℤ) := by exact_mod_cast hlt
  by_contra hne
  have hp : 0 < |m i - n i| := abs_pos.mpr (by omega)
  have hle := Int.le_of_dvd hp ((dvd_abs _ _).mpr hc.dvd)
  linarith

/-- If every `N i > G ‖a i‖ / π`, distinct reciprocal lattice vectors in the cutoff sphere
have indices that remain distinct modulo the `N i`. -/
theorem no_aliasing (h : IsDual a b) {N : ι → ℕ} (hN : ∀ i, G * ‖a i‖ / π < N i) :
    Set.InjOn (fun (n : ι → ℤ) (i : ι) => ((n i : ℤ) : ZMod (N i)))
      {n | ‖recipVec b n‖ ≤ G} := by
  intro n hn m hm e
  funext i
  exact index_eq_of_modEq h (hN i) hn hm
    ((ZMod.intCast_eq_intCast_iff _ _ _).mp (congrFun e i))

/-- For orbitals with cutoff `G`, a grid with `N i > 2 G ‖a i‖ / π` keeps distinct Fourier
indices `n - m` of orbital products distinct modulo the `N i`. -/
theorem density_no_aliasing (h : IsDual a b) {N : ι → ℕ}
    (hN : ∀ i, 2 * G * ‖a i‖ / π < N i) {n' m' : ι → ℤ}
    (hn : ‖recipVec b n‖ ≤ G) (hm : ‖recipVec b m‖ ≤ G)
    (hn' : ‖recipVec b n'‖ ≤ G) (hm' : ‖recipVec b m'‖ ≤ G)
    (hc : ∀ i, (n - m) i ≡ (n' - m') i [ZMOD (N i : ℤ)]) : n - m = n' - m' := by
  -- differences of vectors in the sphere lie in the sphere of twice the radius
  have key : ∀ p q : ι → ℤ, ‖recipVec b p‖ ≤ G → ‖recipVec b q‖ ≤ G →
      ‖recipVec b (p - q)‖ ≤ 2 * G := by
    intro p q hp hq
    have e : recipVec b (p - q) = recipVec b p - recipVec b q := by
      simp [recipVec, sub_smul, Finset.sum_sub_distrib]
    rw [e]
    linarith [norm_sub_le (recipVec b p) (recipVec b q)]
  funext i
  exact index_eq_of_modEq h (hN i) (key n m hn hm) (key n' m' hn' hm') (hc i)

/-- The sum of the phases `exp(2πi z k / N)` over one period vanishes when `N` does not
divide `z`. -/
theorem phase_sum_eq_zero {N : ℕ} (hN : 0 < N) {z : ℤ} (hz : ¬ (N : ℤ) ∣ z) :
    ∑ k ∈ Finset.range N, Complex.exp (2 * π * Complex.I * (z : ℂ) / (N : ℂ)) ^ k = 0 := by
  have hN' : (N : ℂ) ≠ 0 := by exact_mod_cast hN.ne'
  have h1 : Complex.exp (2 * π * Complex.I * (z : ℂ) / (N : ℂ)) ≠ 1 := by
    intro h
    obtain ⟨c, hc⟩ := Complex.exp_eq_one_iff.mp h
    rw [div_eq_iff hN'] at hc
    have hzc : (z : ℂ) = (N : ℂ) * (c : ℂ) :=
      mul_left_cancel₀ Complex.two_pi_I_ne_zero (by linear_combination hc)
    exact hz ⟨c, by exact_mod_cast hzc⟩
  have h2 : Complex.exp (2 * π * Complex.I * (z : ℂ) / (N : ℂ)) ^ N = 1 := by
    rw [← Complex.exp_nat_mul]
    exact Complex.exp_eq_one_iff.mpr ⟨z, by field_simp⟩
  rw [geom_sum_eq h1, h2, sub_self, zero_div]

/-- On the grid, the product of one plane wave with the conjugate of another factorises into
phases, one for each axis. -/
theorem sample_product (h : IsDual a b) (N k : ι → ℕ) (n m : ι → ℤ) :
    starRingEnd ℂ (planeWave (recipVec b n) (gridPoint a N k)) *
        planeWave (recipVec b m) (gridPoint a N k) =
      ∏ i, Complex.exp (2 * π * Complex.I * ((m i - n i : ℤ) : ℂ) / (N i : ℂ)) ^ k i := by
  have hin : ∀ p : ι → ℤ, inner ℝ (gridPoint a N k) (recipVec b p) =
      ∑ i, (k i : ℝ) / (N i : ℝ) * (2 * π * (p i : ℝ)) := by
    intro p
    simp only [gridPoint, sum_inner, real_inner_smul_left, inner_recipVec h]
  unfold planeWave
  rw [← Complex.exp_conj, ← Complex.exp_add, hin n, hin m]
  simp_rw [← Complex.exp_nat_mul]
  rw [← Complex.exp_sum]
  congr 1
  simp only [map_mul, Complex.conj_I, Complex.conj_ofReal]
  push_cast
  rw [Finset.mul_sum, Finset.mul_sum, ← Finset.sum_add_distrib]
  refine Finset.sum_congr rfl fun i _ => ?_
  ring

/-- If every `N i > G ‖a i‖ / π`, plane waves in the cutoff sphere are orthogonal under
summation over the grid, with squared norm equal to the number of grid points. -/
theorem planeWave_grid_orthogonality (h : IsDual a b) {N : ι → ℕ}
    (hN : ∀ i, G * ‖a i‖ / π < N i)
    (hn : ‖recipVec b n‖ ≤ G) (hm : ‖recipVec b m‖ ≤ G) :
    ∑ k ∈ Fintype.piFinset (fun i => Finset.range (N i)),
      starRingEnd ℂ (planeWave (recipVec b n) (gridPoint a N k)) *
        planeWave (recipVec b m) (gridPoint a N k) =
      if n = m then ∏ i, (N i : ℂ) else 0 := by
  -- the grid sum is a product of one-dimensional sums
  have key : ∑ k ∈ Fintype.piFinset (fun i => Finset.range (N i)),
      starRingEnd ℂ (planeWave (recipVec b n) (gridPoint a N k)) *
        planeWave (recipVec b m) (gridPoint a N k) =
      ∏ i, ∑ k ∈ Finset.range (N i),
        Complex.exp (2 * π * Complex.I * ((m i - n i : ℤ) : ℂ) / (N i : ℂ)) ^ k := by
    rw [Finset.prod_univ_sum]
    exact Finset.sum_congr rfl fun k _ => sample_product h N k n m
  rw [key]
  split_ifs with e
  · subst e
    simp
  · -- an axis on which the indices differ contributes a vanishing factor
    obtain ⟨i, hi⟩ := Function.ne_iff.mp e
    have hG : 0 ≤ G := (norm_nonneg _).trans hn
    have hpos : (0 : ℝ) < (N i : ℝ) := lt_of_le_of_lt (by positivity) (hN i)
    refine Finset.prod_eq_zero (Finset.mem_univ i) ?_
    refine phase_sum_eq_zero (by exact_mod_cast hpos) fun hd => hi ?_
    exact index_eq_of_modEq h (hN i) hn hm (Int.modEq_iff_dvd.mpr hd)

/-- In one dimension with `a = 2π`, `b = 1` and cutoff `M`, a grid of exactly
`M ‖a‖ / π = 2M` points identifies the distinct indices `M` and `-M` of the cutoff sphere. -/
theorem grid_bound_sharp (M : ℕ) (hM : 0 < M) :
    IsDual (fun _ : Fin 1 => (2 * π : ℝ)) (fun _ => (1 : ℝ)) ∧
    (M : ℝ) * ‖(2 * π : ℝ)‖ / π = ((2 * M : ℕ) : ℝ) ∧
    ‖recipVec (fun _ : Fin 1 => (1 : ℝ)) (fun _ => (M : ℤ))‖ ≤ (M : ℝ) ∧
    ‖recipVec (fun _ : Fin 1 => (1 : ℝ)) (fun _ => -(M : ℤ))‖ ≤ (M : ℝ) ∧
    (M : ℤ) ≡ -(M : ℤ) [ZMOD ((2 * M : ℕ) : ℤ)] ∧ (M : ℤ) ≠ -(M : ℤ) := by
  refine ⟨?_, ?_, ?_, ?_, ?_, by omega⟩
  · intro i j
    fin_cases i
    fin_cases j
    simp
  · rw [Real.norm_of_nonneg (by positivity), div_eq_iff Real.pi_ne_zero]
    push_cast
    ring
  · simp [recipVec]
  · simp [recipVec]
  · exact Int.modEq_iff_dvd.mpr ⟨-1, by push_cast; ring⟩

/-- The non-orthogonal planar vectors `(1, 0)` and `(1, 1)` are dual to the reciprocal vectors `(2π,
-2π)` and `(0, 2π)`. -/
theorem isDual_witness :
    IsDual (![!₂[1, 0], !₂[1, 1]] : Fin 2 → EuclideanSpace ℝ (Fin 2))
      ![!₂[2 * π, -(2 * π)], !₂[0, 2 * π]] := by
  intro i j
  fin_cases i <;> fin_cases j <;> simp [PiLp.inner_apply, Fin.sum_univ_two]

end

end FourierGridCutoff
```

```lean
#print axioms FourierGridCutoff.no_aliasing
-- 'FourierGridCutoff.no_aliasing' depends on axioms: [propext, Classical.choice, Quot.sound]
#print axioms FourierGridCutoff.density_no_aliasing
-- 'FourierGridCutoff.density_no_aliasing' depends on axioms: [propext, Classical.choice, Quot.sound]
#print axioms FourierGridCutoff.planeWave_grid_orthogonality
-- 'FourierGridCutoff.planeWave_grid_orthogonality' depends on axioms: [propext, Classical.choice, Quot.sound]
#print axioms FourierGridCutoff.grid_bound_sharp
-- 'FourierGridCutoff.grid_bound_sharp' depends on axioms: [propext, Classical.choice, Quot.sound]
```

**What the theorems say**

The finite type `ι` labels the axes, and `E` is the ambient real space. `IsDual a b` is the duality relation with the 2π convention; the vectors need not be orthogonal or span `E`. `recipVec b n` is g_n, `gridPoint a N k` is r_k, and `planeWave q r` is exp(I⟨r, q⟩), without a normalising factor.

`index_bound` is the first claim. `no_aliasing` is the second: `Set.InjOn` says that reducing each index into `ZMod (N i)` is injective on the sphere. `density_no_aliasing` treats the differences, and `planeWave_grid_orthogonality` gives Π_i N_i for equal indices and 0 otherwise. Dividing each wave by √(Π_i N_i) makes them orthonormal on the grid.

For a plane-wave basis in electronic structure, these grid sizes suffice for the distinctness and orthogonality stated above when the cutoff sphere is centred at zero wave vector; a sphere shifted by a Bloch vector is not treated.

The strict inequality matters. In `grid_bound_sharp`, a = 2π, b = 1 and G = M with M a positive integer, so G‖a‖/π = 2M. With exactly 2M points, the distinct indices M and −M coincide modulo 2M. This one-dimensional example does not say that the bound is optimal for every lattice. `isDual_witness` gives an oblique planar pair satisfying the duality relation.

**How the proof follows the calculation**

`inner_recipVec` collapses the sum with the Kronecker delta, and `index_bound` applies `abs_real_inner_le_norm`, which is Cauchy-Schwarz. In `index_eq_of_modEq`, `linarith` combines the two index bounds into `hlt`; `Int.le_of_dvd` then contradicts a nonzero difference divisible by N. `no_aliasing` applies this axis by axis, and `density_no_aliasing` first gets the radius 2G from the triangle inequality.

For orthogonality, `sample_product` factorises the phases and `Finset.prod_univ_sum` exchanges the grid sum for a product of sums. `phase_sum_eq_zero` evaluates the geometric sum, and `index_eq_of_modEq` supplies the non-divisibility it needs on an axis where the indices differ.
